# Pairwise and three-body terms of the Lifshitz trilogarithm for dilute Clausius–Mossotti media

Two thick slabs face each other across a vacuum gap. Without retardation, each imaginary frequency contributes to their Lifshitz attraction in proportion to $\mathrm{Li}_3(D_1D_2)$, where $D_i=(\varepsilon_i-1)/(\varepsilon_i+1)$ is the dielectric contrast against vacuum of slab $i$, whose permittivity is $\varepsilon_i$. If the slabs are diluted, the attraction should approach a sum over pairs of molecules. How large is the first correction to that sum?

Let $p_i$ be the polarizability per unit volume of slab $i$, meaning the molecular polarizability times the number density, at the given imaginary frequency and at a reference density, in Gaussian units, and let $t$ scale both densities. If both slabs obey the Clausius–Mossotti relation, the answer, for fixed real $p_1,p_2$ and $t\to0$, is

$$\mathrm{Li}_3(D_1D_2)=4\pi^2t^2p_1p_2\Bigl(1-\tfrac{2\pi}{3}t(p_1+p_2)\Bigr)+O(t^4).$$

In Lean 4 with Mathlib:

```lean
import Mathlib

open Filter Topology Asymptotics
open scoped Real

namespace LifshitzDilute

noncomputable section
```

## From polarizability to contrast

The Clausius–Mossotti relation represents the local field acting on point dipoles in an isotropic medium. It depends on density only through the load $y_i=4\pi tp_i/3$.

```lean
/-- The Clausius-Mossotti load `y = 4 π t p / 3` of a medium whose polarizability per unit volume is
`p` at the reference density `t = 1`, taken at dilution parameter `t`. -/
def load (t p : ℝ) : ℝ := 4 * π * t * p / 3
```

The permittivity is $\varepsilon=(1+2y)/(1-y)$. The relation is assumed here as the definition of the medium.

```lean
/-- The Clausius-Mossotti permittivity `(1 + 2y)/(1 - y)`, for `y ≠ 1`. -/
def permittivity (y : ℝ) : ℝ := (1 + 2 * y) / (1 - y)
```

The contrast against vacuum is $D=(\varepsilon-1)/(\varepsilon+1)$.

```lean
/-- The dielectric contrast `(ε - 1)/(ε + 1)` of a medium against vacuum, for `ε ≠ -1`. -/
def contrast (e : ℝ) : ℝ := (e - 1) / (e + 1)
```

The trilogarithm takes the product $D_1D_2$ as its argument.

```lean
/-- The product `D₁ D₂` of the contrasts of two Clausius-Mossotti media at dilution `t`. -/
def contrastProd (p₁ p₂ t : ℝ) : ℝ :=
  contrast (permittivity (load t p₁)) * contrast (permittivity (load t p₂))
```

The function itself is the infinite series $\mathrm{Li}_3(x)=\sum_{n\ge0}x^{n+1}/(n+1)^3$, with the index starting at zero as in `li3Term`.

```lean
/-- The terms `x^(n+1)/(n+1)^3` of the trilogarithm series. -/
def li3Term (x : ℝ) (n : ℕ) : ℝ := x ^ (n + 1) / ((n : ℝ) + 1) ^ 3

/-- The trilogarithm series, for `|x| ≤ 1`. -/
def li3 (x : ℝ) : ℝ := ∑' n, li3Term x n
```

Substituting $\varepsilon$ into $D$ gives $D=3y/(2+y)$, hence $D=t\,d(t)$ with

$$d(t)=\frac{2\pi p}{1+2\pi pt/3}.$$

This $d$ is called `dressed`. Its denominator combines the $\varepsilon+1$ of the contrast with the local field: without the local field, $\varepsilon=1+4\pi tp$ would give the denominator $1+2\pi pt$ instead.

```lean
/-- The contrast per unit dilution parameter, `2πp/(1 + 2πpt/3)`, where the denominator is
nonzero. -/
def dressed (p t : ℝ) : ℝ := 2 * π * p / (1 + 2 * π * p * t / 3)
```

Write $a_i=2\pi p_i/3$. Expanding both denominators gives

$$D_1D_2=4\pi^2t^2p_1p_2\bigl(1-(a_1+a_2)t+(a_1^2+a_1a_2+a_2^2)t^2+\dots\bigr).$$

The series term $x^2/8$ first contributes at $t^4$, adding $(4\pi^2p_1p_2)^2/8$. Together these fix the fourth-order coefficient.

```lean
/-- The coefficient of `t^4` in the dilute expansion of the trilogarithm of `D₁ D₂`. -/
def fourthCoeff (p₁ p₂ : ℝ) : ℝ :=
  4 * π ^ 2 * p₁ * p₂ * (4 * π ^ 2 / 9 * (p₁ ^ 2 + p₁ * p₂ + p₂ ^ 2))
    + (4 * π ^ 2 * p₁ * p₂) ^ 2 / 8
```

The formula for $D$ rests on $\varepsilon-1=3y/(1-y)$ and $\varepsilon+1=(2+y)/(1-y)$. Two loads are excluded: $y=1$, where the permittivity diverges, and $y=-2$, where $\varepsilon=-1$. The proof establishes the two fractions and cancels their common denominator.

```lean
/-- For a Clausius-Mossotti medium with load `y`, where `y ≠ 1` and `y ≠ -2`, the contrast `D` obeys
`D (2 + y) = 3 y`. -/
theorem contrast_mul {y : ℝ} (h1 : y ≠ 1) (h2 : y ≠ -2) :
    contrast (permittivity y) * (2 + y) = 3 * y := by
  have k1 : 1 - y ≠ 0 := fun h => h1 (by linarith)
  have k2 : 2 + y ≠ 0 := fun h => h2 (by linarith)
  have e1 : permittivity y - 1 = 3 * y / (1 - y) := by
    unfold permittivity
    rw [eq_div_iff k1, sub_mul, div_mul_cancel₀ _ k1]
    ring
  have e2 : permittivity y + 1 = (2 + y) / (1 - y) := by
    unfold permittivity
    rw [eq_div_iff k1, add_mul, div_mul_cancel₀ _ k1]
    ring
  unfold contrast
  rw [e1, e2, div_div_div_cancel_right₀ k1, div_mul_cancel₀ _ k2]
```

Since $y\to0$ with $t$, continuity keeps the load away from both values near $t=0$. There $D=t\,d(t)$ holds exactly.

```lean
/-- Close to zero dilution parameter the contrast is `t` times `2πp/(1 + 2πpt/3)`, with
nonzero denominator. -/
theorem contrast_dilute (p : ℝ) : ∀ᶠ t in 𝓝 (0 : ℝ),
    1 + 2 * π * p * t / 3 ≠ 0 ∧ contrast (permittivity (load t p)) = t * dressed p t := by
  have hc : Continuous (fun t => load t p) := by
    unfold load
    fun_prop
  have h1 : ∀ᶠ t in 𝓝 (0 : ℝ), load t p ≠ 1 :=
    hc.continuousAt.eventually_ne (by norm_num [load])
  have h2 : ∀ᶠ t in 𝓝 (0 : ℝ), load t p ≠ -2 :=
    hc.continuousAt.eventually_ne (by norm_num [load])
  filter_upwards [h1, h2] with t h1 h2
  have h3 : 1 + 2 * π * p * t / 3 ≠ 0 := fun h => h2 (by unfold load; linarith)
  refine ⟨h3, ?_⟩
  have h := contrast_mul h1 h2
  have h4 : 2 + load t p = 2 * (1 + 2 * π * p * t / 3) := by unfold load; ring
  have h5 : 3 * load t p = 4 * π * t * p := by unfold load; ring
  rw [h4] at h
  unfold dressed
  rw [← mul_div_assoc, eq_div_iff h3]
  linear_combination h / 2 + h5 / 2
```

## Bounding the series tail

For $|x|\le1/2$, the terms after the second satisfy

$$\sum_{n\ge0}\frac{|x|^{n+3}}{(n+3)^3}\le|x|^3\sum_{n\ge0}2^{-n}=2|x|^3.$$

In the proof, `hb` is the termwise comparison, `hsplit` separates the first two terms, and `htail` bounds the rest.

```lean
/-- For `|x| ≤ 1/2` the trilogarithm series differs from `x + x²/8` by at most `2|x|³`. -/
theorem li3_remainder {x : ℝ} (hx : |x| ≤ 1 / 2) :
    |li3 x - x - x ^ 2 / 8| ≤ 2 * |x| ^ 3 := by
  -- the tail is dominated by a geometric series
  have hb : ∀ n : ℕ, ‖li3Term x (n + 2)‖ ≤ |x| ^ 3 * (1 / 2 : ℝ) ^ n := by
    intro n
    have hn : (1 : ℝ) ≤ ((n + 2 : ℕ) : ℝ) + 1 := by
      have : (0 : ℝ) ≤ ((n + 2 : ℕ) : ℝ) := Nat.cast_nonneg _
      linarith
    have hd : (1 : ℝ) ≤ (((n + 2 : ℕ) : ℝ) + 1) ^ 3 := one_le_pow₀ hn
    unfold li3Term
    rw [Real.norm_eq_abs, abs_div, abs_pow, abs_of_pos (lt_of_lt_of_le one_pos hd)]
    calc |x| ^ (n + 2 + 1) / (((n + 2 : ℕ) : ℝ) + 1) ^ 3
        ≤ |x| ^ (n + 2 + 1) := div_le_self (by positivity) hd
      _ = |x| ^ 3 * |x| ^ n := by ring
      _ ≤ |x| ^ 3 * (1 / 2 : ℝ) ^ n := by gcongr
  have hgeo : HasSum (fun n : ℕ => |x| ^ 3 * (1 / 2 : ℝ) ^ n) (|x| ^ 3 * 2) :=
    hasSum_geometric_two.mul_left _
  have hs2 : Summable (fun n => li3Term x (n + 2)) :=
    Summable.of_norm_bounded hgeo.summable hb
  have hs : Summable (li3Term x) := (summable_nat_add_iff 2).1 hs2
  have hsplit := hs.sum_add_tsum_nat_add 2
  have h0 : ∑ i ∈ Finset.range 2, li3Term x i = x + x ^ 2 / 8 := by
    rw [Finset.sum_range_succ, Finset.sum_range_one]
    norm_num [li3Term]
  have htail := tsum_of_norm_bounded hgeo hb
  have he : li3 x - x - x ^ 2 / 8 = ∑' n, li3Term x (n + 2) := by
    unfold li3
    linarith
  rw [he, ← Real.norm_eq_abs]
  linarith
```

## The remainder at fourth order

Set $K=d_1d_2$ and $X=t^2K=D_1D_2$. Because $4\pi^2p_1p_2=K(1+a_1t)(1+a_2t)$, subtracting the two lowest orders from $X$ leaves exactly

$$t^4K\bigl(a_1^2+a_1a_2+a_2^2+a_1a_2(a_1+a_2)t\bigr).$$

Adding $X^2/8=t^4K^2/8$ and dividing by $t^4$ gives the function `F`, which is continuous at zero with value `fourthCoeff p₁ p₂`. The series tail, divided by $t^4$, is at most $2|K|^3t^2$ and vanishes; this is `hE`. The final `ring` checks the exact identity. The filter `𝓝[≠] 0` means that $t$ approaches zero from either side without equalling it; physical densities have $t>0$.

```lean
/-- After removal of the `t²` and `t³` terms, the trilogarithm of `D₁ D₂` divided by `t⁴`
tends to `fourthCoeff p₁ p₂` as `t → 0`. -/
theorem fourth_order_limit (p₁ p₂ : ℝ) :
    Tendsto (fun t => (li3 (contrastProd p₁ p₂ t)
      - 4 * π ^ 2 * t ^ 2 * p₁ * p₂ * (1 - 2 * π / 3 * t * (p₁ + p₂))) / t ^ 4)
      (𝓝[≠] 0) (𝓝 (fourthCoeff p₁ p₂)) := by
  have hd : ∀ p : ℝ, ContinuousAt (fun t => dressed p t) 0 := by
    intro p
    unfold dressed
    exact ContinuousAt.div (by fun_prop) (by fun_prop) (by simp)
  have hK : ContinuousAt (fun t => dressed p₁ t * dressed p₂ t) 0 := (hd p₁).mul (hd p₂)
  -- the part of the remainder that is known in closed form
  let F : ℝ → ℝ := fun t => dressed p₁ t * dressed p₂ t * (4 * π ^ 2 / 9 *
    (p₁ ^ 2 + p₁ * p₂ + p₂ ^ 2 + 2 * π / 3 * t * (p₁ * p₂ * (p₁ + p₂))))
    + (dressed p₁ t * dressed p₂ t) ^ 2 / 8
  have hFc : ContinuousAt F 0 :=
    (hK.mul (by fun_prop)).add ((hK.pow 2).div_const 8)
  have hF0 : F 0 = fourthCoeff p₁ p₂ := by
    simp only [F, dressed, fourthCoeff, mul_zero, zero_div, add_zero, div_one, zero_mul]
    ring
  have hF : Tendsto F (𝓝[≠] 0) (𝓝 (fourthCoeff p₁ p₂)) := by
    rw [← hF0]
    exact hFc.tendsto.mono_left nhdsWithin_le_nhds
  -- the tail of the series is of order t^6
  let X : ℝ → ℝ := fun t => t ^ 2 * (dressed p₁ t * dressed p₂ t)
  have hXc : ContinuousAt X 0 := ContinuousAt.mul (by fun_prop) hK
  have hXs : ∀ᶠ t in 𝓝 (0 : ℝ), |X t| < 1 / 2 :=
    hXc.abs.eventually_lt continuousAt_const (by simp [X])
  have hB : Tendsto (fun t => 2 * |dressed p₁ t * dressed p₂ t| ^ 3 * t ^ 2)
      (𝓝[≠] 0) (𝓝 0) := by
    have hc : ContinuousAt (fun t => 2 * |dressed p₁ t * dressed p₂ t| ^ 3 * t ^ 2) 0 :=
      (continuousAt_const.mul (hK.abs.pow 3)).mul (by fun_prop)
    have h := hc.tendsto.mono_left (nhdsWithin_le_nhds (s := {0}ᶜ))
    simpa using h
  have hE : Tendsto (fun t => (li3 (X t) - X t - X t ^ 2 / 8) / t ^ 4) (𝓝[≠] 0) (𝓝 0) := by
    refine squeeze_zero_norm' ?_ hB
    filter_upwards [self_mem_nhdsWithin, nhdsWithin_le_nhds hXs] with t ht hX
    have ht0 : t ≠ 0 := ht
    have ht4 : 0 < t ^ 4 := by positivity
    have hXa : |X t| = t ^ 2 * |dressed p₁ t * dressed p₂ t| := by
      simp only [X]
      rw [abs_mul, abs_of_nonneg (sq_nonneg t)]
    rw [Real.norm_eq_abs, abs_div, abs_of_pos ht4, div_le_iff₀ ht4]
    calc |li3 (X t) - X t - X t ^ 2 / 8| ≤ 2 * |X t| ^ 3 := li3_remainder hX.le
      _ = 2 * |dressed p₁ t * dressed p₂ t| ^ 3 * t ^ 2 * t ^ 4 := by rw [hXa]; ring
  have hsum := hF.add hE
  rw [add_zero] at hsum
  refine hsum.congr' ?_
  filter_upwards [self_mem_nhdsWithin, nhdsWithin_le_nhds (contrast_dilute p₁),
    nhdsWithin_le_nhds (contrast_dilute p₂)] with t ht h1 h2
  have ht0 : t ≠ 0 := ht
  have ht4 : t ^ 4 ≠ 0 := pow_ne_zero 4 ht0
  have hx : contrastProd p₁ p₂ t = X t := by
    simp only [contrastProd, X]
    rw [h1.2, h2.2]
    ring
  have w1 : dressed p₁ t * (1 + 2 * π * p₁ * t / 3) = 2 * π * p₁ := div_mul_cancel₀ _ h1.1
  have w2 : dressed p₂ t * (1 + 2 * π * p₂ * t / 3) = 2 * π * p₂ := div_mul_cancel₀ _ h2.1
  have hlow : 4 * π ^ 2 * t ^ 2 * p₁ * p₂ * (1 - 2 * π / 3 * t * (p₁ + p₂))
      = t ^ 2 * (dressed p₁ t * (1 + 2 * π * p₁ * t / 3))
        * (dressed p₂ t * (1 + 2 * π * p₂ * t / 3)) * (1 - 2 * π / 3 * t * (p₁ + p₂)) := by
    rw [w1, w2]
    ring
  rw [hx, hlow, eq_div_iff ht4, add_mul, div_mul_cancel₀ _ ht4]
  simp only [F, X]
  ring
```

A quotient with a finite limit is bounded near zero, which gives the $O(t^4)$ statement. Its filter `𝓝 0` includes $t=0$, where both sides vanish and the proof checks them separately. The constant in the bound depends on $p_1$ and $p_2$.

```lean
/-- Dilute expansion of the Lifshitz trilogarithm: a pairwise term of order `t²`, a three-body
correction of order `t³`, and an error `O(t⁴)`. -/
theorem li3_dilute_expansion (p₁ p₂ : ℝ) :
    (fun t => li3 (contrastProd p₁ p₂ t)
      - 4 * π ^ 2 * t ^ 2 * p₁ * p₂ * (1 - 2 * π / 3 * t * (p₁ + p₂)))
      =O[𝓝 0] (fun t => t ^ 4) := by
  have h := (fourth_order_limit p₁ p₂).abs.eventually_lt_const
    (lt_add_one |fourthCoeff p₁ p₂|)
  refine IsBigO.of_bound (|fourthCoeff p₁ p₂| + 1) ?_
  filter_upwards [eventually_nhdsWithin_iff.1 h] with t ht
  by_cases h0 : t = 0
  · subst h0
    simp [li3, li3Term, contrastProd, contrast, permittivity, load]
  · have hb := ht h0
    rw [abs_div, div_lt_iff₀ (abs_pos.2 (pow_ne_zero 4 h0))] at hb
    rw [Real.norm_eq_abs, Real.norm_eq_abs]
    exact hb.le
```

## The three-body coefficient and the size of the error

Removing only the pairwise term and dividing by $t^3$ leaves

$$-\frac{8\pi^3}{3}p_1p_2(p_1+p_2)+t\cdot\frac{R(t)}{t^4},$$

where $R$ is the remainder just treated. The second part tends to zero. The products $p_1^2p_2$ and $p_1p_2^2$ correspond to two molecules in one slab and one in the other, which is the physical reading of "three-body".

```lean
/-- After removal of the pairwise term, the trilogarithm divided by `t³` tends to the
three-body coefficient `-(8π³/3) p₁ p₂ (p₁ + p₂)`. -/
theorem three_body_limit (p₁ p₂ : ℝ) :
    Tendsto (fun t => (li3 (contrastProd p₁ p₂ t) - 4 * π ^ 2 * t ^ 2 * p₁ * p₂) / t ^ 3)
      (𝓝[≠] 0) (𝓝 (-(8 * π ^ 3 / 3) * p₁ * p₂ * (p₁ + p₂))) := by
  have hid : Tendsto (fun t : ℝ => t) (𝓝[≠] 0) (𝓝 0) :=
    tendsto_id.mono_left nhdsWithin_le_nhds
  have h := (hid.mul (fourth_order_limit p₁ p₂)).const_add
    (-(8 * π ^ 3 / 3) * p₁ * p₂ * (p₁ + p₂))
  rw [zero_mul, add_zero] at h
  refine h.congr' ?_
  filter_upwards [self_mem_nhdsWithin] with t ht
  have ht0 : t ≠ 0 := ht
  generalize li3 (contrastProd p₁ p₂ t) = L
  field_simp
  ring
```

For positive polarizabilities `fourthCoeff p₁ p₂` is positive. If the error were $o(t^4)$, the same quotient would also tend to zero, contradicting uniqueness of limits.

```lean
/-- For positive polarizabilities the error of the expansion is not `o(t⁴)`. -/
theorem error_order_sharp {p₁ p₂ : ℝ} (h₁ : 0 < p₁) (h₂ : 0 < p₂) :
    ¬ (fun t => li3 (contrastProd p₁ p₂ t)
      - 4 * π ^ 2 * t ^ 2 * p₁ * p₂ * (1 - 2 * π / 3 * t * (p₁ + p₂)))
      =o[𝓝 0] (fun t => t ^ 4) := by
  intro h
  have hz := h.tendsto_div_nhds_zero.mono_left (nhdsWithin_le_nhds (s := {0}ᶜ))
  have he := tendsto_nhds_unique (fourth_order_limit p₁ p₂) hz
  have hp : 0 < fourthCoeff p₁ p₂ := by
    unfold fourthCoeff
    positivity
  exact hp.ne' he

end

end LifshitzDilute
```

```lean
#print axioms LifshitzDilute.li3_dilute_expansion
-- 'LifshitzDilute.li3_dilute_expansion' depends on axioms: [propext, Classical.choice, Quot.sound]
#print axioms LifshitzDilute.three_body_limit
-- 'LifshitzDilute.three_body_limit' depends on axioms: [propext, Classical.choice, Quot.sound]
#print axioms LifshitzDilute.error_order_sharp
-- 'LifshitzDilute.error_order_sharp' depends on axioms: [propext, Classical.choice, Quot.sound]
```

For pairwise dispersion models, the expansion gives the first many-body correction at a single frequency, for non-retarded Clausius–Mossotti slabs across vacuum with positive polarizabilities: it weakens that frequency's contribution to the attraction by the relative amount $\tfrac{2\pi}{3}t(p_1+p_2)$. The energy prefactor, the sum over frequencies and retardation lie beyond these theorems.
